# Repeated standard eigenproblems converge to the lowest ultrasoft level when the overlap correction is positive semidefinite with norm below 1

A code that has only a standard Hermitian eigensolver can treat the ultrasoft problem $Hv=E(1+N)v$ by moving the overlap term to the left. It inserts an energy estimate $x_k$, finds the lowest eigenvalue of $H-x_kN$, and uses it as the next estimate. Here $H$ is the Hamiltonian and $N$ the overlap correction, both Hermitian matrices in a finite orthonormal basis.

## Error bound and bracketing

Let $f(x)$ be the lowest eigenvalue of $H-xN$, and let $N$ be positive semidefinite with operator norm $c=\|N\|<1$. For any real $x_0$, the iterates $x_{k+1}=f(x_k)$ converge to the lowest generalized eigenvalue $E_0$ of $(H,1+N)$, with

$$|x_{k+1}-E_0|\le c\,|x_k-E_0|,\qquad (x_{k+1}-E_0)(x_k-E_0)\le 0 .$$

Since $c<1$, the first relation guarantees convergence even from a poor starting energy. The second places $E_0$ between successive iterates, so their distance bounds the error of both and can serve as a stopping test.

## From trial states to convergence

For a unit vector $v$, write $\langle A\rangle_v=\langle v,Av\rangle$. The Rayleigh principle gives $f(x)\le\langle H\rangle_v-x\langle N\rangle_v$, with equality for a ground state of $H-xN$. Also $0\le\langle N\rangle_v\le c$.

Let $x\le y$. The ground state $v$ at $x$ is a trial state at $y$, and the ground state $w$ at $y$ is one at $x$:

$$f(y)\le f(x)-(y-x)\langle N\rangle_v\le f(x),$$
$$f(x)\le f(y)+(y-x)\langle N\rangle_w\le f(y)+c(y-x).$$

So $f$ never rises, and it is Lipschitz with constant $c$.

The continuous function $g(t)=f(t)-t$ has $g(0)=f(0)$ and $g(f(0))=f(f(0))-f(0)$. Since $f$ never rises, these values have opposite signs or one vanishes. Hence some $E$ satisfies $f(E)=E$.

At such an $E$, a ground state obeys $(H-EN)v=Ev$, which is $Hv=E(1+N)v$. If a unit vector $w$ satisfies $Hw=e(1+N)w$, put $n=\langle N\rangle_w\ge0$. The Rayleigh bound at $E$ gives

$$E\le e(1+n)-En,\qquad\text{so}\qquad (E-e)(1+n)\le0,$$

and $e\ge E$. Thus $E=E_0$.

Applying the Lipschitz bound to $x_k$ and $E_0=f(E_0)$ gives the error factor. By induction $|x_k-E_0|\le c^k|x_0-E_0|$, which tends to zero. Because $f$ never rises, $x_k\le E_0$ implies $x_{k+1}\ge E_0$, and conversely with both inequalities reversed.

In one dimension, with $H=h$ and $N=c\ge0$, we have $f(x)=h-cx$ and $E_0=h/(1+c)$. Each step multiplies the error by exactly $-c$. At $c=1$ the iterates alternate between $x_0$ and $h-x_0$, so $\|N\|\le1$ would not suffice for convergence.

## The Lean file

```lean
import Mathlib

open Filter Topology
open scoped InnerProductSpace

namespace UltrasoftOverlapIteration

noncomputable section

variable {V : Type*} [NormedAddCommGroup V] [InnerProductSpace ℂ V]

/-- The real generalized eigenvalues `e` of the pair `(A, S)`: `A v = e S v` for some
non-zero state `v`. -/
def levels (A S : V →L[ℂ] V) : Set ℝ :=
  {e | ∃ v : V, v ≠ 0 ∧ A v = (e : ℂ) • S v}

/-- The infimum of the real eigenvalues of `A`. -/
def lowestLevel (A : V →L[ℂ] V) : ℝ := sInf (levels A 1)

/-- The update rule `f(x)`: the infimum of the real eigenvalues of `H - x N`. -/
def step (H N : V →L[ℂ] V) (x : ℝ) : ℝ := lowestLevel (H - (x : ℂ) • N)

/-- The real part of `⟨A v, v⟩`, without normalisation of the state `v`. -/
def expectation (A : V →L[ℂ] V) (v : V) : ℝ := (⟪A v, v⟫_ℂ).re

/-- In an eigenstate with real eigenvalue `e` the expectation value is `e ‖v‖²`. -/
theorem expectation_eigen {A : V →L[ℂ] V} {e : ℝ} {v : V} (h : A v = (e : ℂ) • v) :
    expectation A v = e * ‖v‖ ^ 2 := by
  have hv : (⟪v, v⟫_ℂ).re = ‖v‖ ^ 2 := inner_self_eq_norm_sq (𝕜 := ℂ) v
  rw [expectation, h, inner_smul_left, Complex.conj_ofReal, Complex.re_ofReal_mul, hv]

/-- For real `x`, the expectation value of `H - x N` is that of `H` minus `x` times that of `N`. -/
theorem expectation_shift (H N : V →L[ℂ] V) (x : ℝ) (v : V) :
    expectation (H - (x : ℂ) • N) v = expectation H v - x * expectation N v := by
  change (⟪H v - (x : ℂ) • N v, v⟫_ℂ).re = _
  rw [inner_sub_left, inner_smul_left, Complex.conj_ofReal, Complex.sub_re,
    Complex.re_ofReal_mul]
  rfl

/-- An expectation value is bounded in size by the operator norm times `‖v‖²`. -/
theorem abs_expectation_le (A : V →L[ℂ] V) (v : V) :
    |expectation A v| ≤ ‖A‖ * ‖v‖ ^ 2 := by
  calc |expectation A v| ≤ ‖⟪A v, v⟫_ℂ‖ := Complex.abs_re_le_norm _
    _ ≤ ‖A v‖ * ‖v‖ := norm_inner_le_norm _ _
    _ ≤ (‖A‖ * ‖v‖) * ‖v‖ := by
        exact mul_le_mul_of_nonneg_right (A.le_opNorm v) (norm_nonneg v)
    _ = ‖A‖ * ‖v‖ ^ 2 := by ring

variable [FiniteDimensional ℂ V] [Nontrivial V]

/-- Rayleigh principle: on a non-zero finite-dimensional space a Hermitian operator has a lowest
eigenvalue `m`, and its unnormalised expectation value in any `v` is at least `m ‖v‖²`. -/
theorem lowestLevel_spec {A : V →L[ℂ] V} (hA : (A : V →ₗ[ℂ] V).IsSymmetric) :
    IsLeast (levels A 1) (lowestLevel A) ∧
      ∀ v, lowestLevel A * ‖v‖ ^ 2 ≤ expectation A v := by
  have hray : ∃ m : ℝ, Module.End.HasEigenvalue (A : V →ₗ[ℂ] V) (m : ℂ) ∧
      ∀ v, m * ‖v‖ ^ 2 ≤ expectation A v := by
    refine ⟨⨅ x : {x : V // x ≠ 0}, (⟪A x, (x : V)⟫_ℂ).re / ‖(x : V)‖ ^ 2,
      hA.hasEigenvalue_iInf_of_finiteDimensional, fun v => ?_⟩
    by_cases hv : v = 0
    · simp [hv, expectation]
    have hb : BddBelow (Set.range fun x : {x : V // x ≠ 0} =>
        (⟪A x, (x : V)⟫_ℂ).re / ‖(x : V)‖ ^ 2) := by
      refine ⟨-‖A‖, ?_⟩
      rintro _ ⟨⟨u, hu⟩, rfl⟩
      change -‖A‖ ≤ expectation A u / ‖u‖ ^ 2
      rw [le_div_iff₀ (pow_pos (norm_pos_iff.2 hu) 2)]
      linarith [neg_abs_le (expectation A u), abs_expectation_le A u]
    exact (le_div_iff₀ (pow_pos (norm_pos_iff.2 hv) 2)).1 (ciInf_le hb ⟨v, hv⟩)
  obtain ⟨m, hm, hr⟩ := hray
  obtain ⟨w, hw⟩ := hm.exists_hasEigenvector
  have hl : IsLeast (levels A 1) m := by
    refine ⟨⟨w, hw.2, hw.apply_eq_smul⟩, ?_⟩
    rintro e ⟨u, hu, eu⟩
    have h := hr u
    rw [expectation_eigen (e := e) eu] at h
    exact le_of_mul_le_mul_right h (pow_pos (norm_pos_iff.2 hu) 2)
  have he : lowestLevel A = m := hl.csInf_eq
  rw [he]
  exact ⟨hl, hr⟩

/-- For Hermitian `H` and `N`, `f(x)` is the lowest eigenvalue of `H - x N`, and `f(x) ‖v‖²` bounds
its unnormalised expectation value in any `v` from below. -/
theorem step_spec {H N : V →L[ℂ] V} (hH : (H : V →ₗ[ℂ] V).IsSymmetric)
    (hN : (N : V →ₗ[ℂ] V).IsSymmetric) (x : ℝ) :
    IsLeast (levels (H - (x : ℂ) • N) 1) (step H N x) ∧
      ∀ v, step H N x * ‖v‖ ^ 2 ≤ expectation H v - x * expectation N v := by
  have hs : ((H - (x : ℂ) • N : V →L[ℂ] V) : V →ₗ[ℂ] V).IsSymmetric := by
    intro u v
    have h1 : ⟪H u, v⟫_ℂ = ⟪u, H v⟫_ℂ := hH u v
    have h2 : ⟪N u, v⟫_ℂ = ⟪u, N v⟫_ℂ := hN u v
    change ⟪H u - (x : ℂ) • N u, v⟫_ℂ = ⟪u, H v - (x : ℂ) • N v⟫_ℂ
    rw [inner_sub_left, inner_sub_right, inner_smul_left, inner_smul_right,
      Complex.conj_ofReal, h1, h2]
  refine ⟨(lowestLevel_spec hs).1, fun v => ?_⟩
  rw [← expectation_shift]
  exact (lowestLevel_spec hs).2 v

/-- For Hermitian `H` and positive semidefinite `N`, the lowest eigenvalue of `H - x N` never
rises with `x`, and it changes at most `‖N‖` times as fast as `x`. -/
theorem step_antitone_lipschitz {H N : V →L[ℂ] V} (hH : (H : V →ₗ[ℂ] V).IsSymmetric)
    (hN : N.IsPositive) :
    Antitone (step H N) ∧ ∀ x y, |step H N x - step H N y| ≤ ‖N‖ * |x - y| := by
  have key : ∀ x y, x ≤ y → step H N y ≤ step H N x ∧
      step H N x - step H N y ≤ ‖N‖ * (y - x) := by
    intro x y hxy
    obtain ⟨⟨⟨v, hv, ev⟩, -⟩, rx⟩ := step_spec hH hN.1 x
    obtain ⟨⟨⟨w, hw, ew⟩, -⟩, ry⟩ := step_spec hH hN.1 y
    have ex := expectation_eigen (e := step H N x) ev
    have ey := expectation_eigen (e := step H N y) ew
    rw [expectation_shift] at ex ey
    have hp : 0 ≤ expectation N v := hN.2 v
    have hxy' := sub_nonneg.2 hxy
    constructor
    · -- the ground state at `x` is a trial state at `y`
      refine le_of_mul_le_mul_right ?_ (pow_pos (norm_pos_iff.2 hv) 2)
      linarith [ry v, mul_nonneg hxy' hp]
    · -- the ground state at `y` is a trial state at `x`
      refine le_of_mul_le_mul_right ?_ (pow_pos (norm_pos_iff.2 hw) 2)
      have hb := (le_abs_self _).trans (abs_expectation_le N w)
      linarith [rx w, mul_le_mul_of_nonneg_left hb hxy']
  refine ⟨fun x y h => (key x y h).1, fun x y => ?_⟩
  rcases le_total x y with h | h
  · obtain ⟨a, b⟩ := key x y h
    rw [abs_of_nonneg (sub_nonneg.2 a), abs_of_nonpos (sub_nonpos.2 h)]
    linarith
  · obtain ⟨a, b⟩ := key y x h
    rw [abs_of_nonpos (sub_nonpos.2 a), abs_of_nonneg (sub_nonneg.2 h)]
    linarith

/-- For Hermitian `H` and positive semidefinite `N` of any size, some real energy
satisfies `f(E) = E`. -/
theorem exists_fixed {H N : V →L[ℂ] V} (hH : (H : V →ₗ[ℂ] V).IsSymmetric)
    (hN : N.IsPositive) : ∃ E, step H N E = E := by
  obtain ⟨anti, lip⟩ := step_antitone_lipschitz hH hN
  have hc : Continuous (step H N) :=
    (LipschitzWith.of_dist_le_mul (K := ‖N‖₊) fun x y => by
      rw [Real.dist_eq, Real.dist_eq, coe_nnnorm]
      exact lip x y).continuous
  have hg : Continuous fun t => step H N t - t := hc.sub continuous_id
  -- `f(t) - t` changes sign between `0` and `f(0)`
  rcases le_total (step H N 0) 0 with h | h
  · have h' := anti h
    obtain ⟨t, -, ht⟩ := intermediate_value_Icc' h hg.continuousOn
      (show (0 : ℝ) ∈ Set.Icc _ _ from ⟨by linarith, by linarith⟩)
    exact ⟨t, sub_eq_zero.1 ht⟩
  · have h' := anti h
    obtain ⟨t, -, ht⟩ := intermediate_value_Icc' h hg.continuousOn
      (show (0 : ℝ) ∈ Set.Icc _ _ from ⟨by linarith, by linarith⟩)
    exact ⟨t, sub_eq_zero.1 ht⟩

/-- For Hermitian `H` and positive semidefinite `N`, an energy satisfies `f(E) = E` exactly when
it is the lowest generalized eigenvalue of `(H, 1 + N)`. -/
theorem fixed_iff_isLeast {H N : V →L[ℂ] V} (hH : (H : V →ₗ[ℂ] V).IsSymmetric)
    (hN : N.IsPositive) (E : ℝ) :
    step H N E = E ↔ IsLeast (levels H (1 + N)) E := by
  have fwd : ∀ E, step H N E = E → IsLeast (levels H (1 + N)) E := by
    intro E hE
    obtain ⟨⟨⟨v, hv, ev⟩, -⟩, r⟩ := step_spec hH hN.1 E
    rw [hE] at ev r
    have ev' : H v - (E : ℂ) • N v = (E : ℂ) • v := ev
    refine ⟨⟨v, hv, ?_⟩, ?_⟩
    · change H v = (E : ℂ) • (v + N v)
      rw [smul_add, ← ev', sub_add_cancel]
    · rintro e ⟨w, hw, ew⟩
      have ew' : H w = (e : ℂ) • (w + N w) := ew
      have h : (H - (e : ℂ) • N) w = (e : ℂ) • w := by
        change H w - (e : ℂ) • N w = _
        rw [ew', smul_add, add_sub_cancel_right]
      have hw2 := expectation_eigen h
      rw [expectation_shift] at hw2
      have hp : 0 ≤ expectation N w := hN.2 w
      by_contra hlt
      have hd : 0 < E - e := sub_pos.2 (not_le.1 hlt)
      linarith [r w, mul_pos hd (pow_pos (norm_pos_iff.2 hw) 2), mul_nonneg hd.le hp]
  refine ⟨fwd E, fun h => ?_⟩
  obtain ⟨t, ht⟩ := exists_fixed hH hN
  rwa [(fwd t ht).unique h] at ht

/-- Let `H` be Hermitian and `N` positive semidefinite with `‖N‖ < 1`. From any real start,
`x (k+1) = f(x k)` converges to the lowest generalized eigenvalue of `(H, 1 + N)`; each step
reduces the error at least by the factor `‖N‖`, and successive errors never share a strict sign. -/
theorem iteration_converges {H N : V →L[ℂ] V} (hH : (H : V →ₗ[ℂ] V).IsSymmetric)
    (hN : N.IsPositive) (hc : ‖N‖ < 1) :
    ∃ E₀, IsLeast (levels H (1 + N)) E₀ ∧
      ∀ x : ℕ → ℝ, (∀ k, x (k + 1) = step H N (x k)) →
        Tendsto x atTop (𝓝 E₀) ∧
        ∀ k, |x (k + 1) - E₀| ≤ ‖N‖ * |x k - E₀| ∧
          (x (k + 1) - E₀) * (x k - E₀) ≤ 0 := by
  obtain ⟨E, hE⟩ := exists_fixed hH hN
  obtain ⟨anti, lip⟩ := step_antitone_lipschitz hH hN
  refine ⟨E, (fixed_iff_isLeast hH hN E).1 hE, fun x hx => ?_⟩
  have hstep : ∀ k, |x (k + 1) - E| ≤ ‖N‖ * |x k - E| := by
    intro k
    have h := lip (x k) E
    rwa [hE, ← hx k] at h
  have hb : ∀ k, |x k - E| ≤ ‖N‖ ^ k * |x 0 - E| := by
    intro k
    induction k with
    | zero => simp
    | succ k ih =>
      calc |x (k + 1) - E| ≤ ‖N‖ * |x k - E| := hstep k
        _ ≤ ‖N‖ * (‖N‖ ^ k * |x 0 - E|) := mul_le_mul_of_nonneg_left ih (norm_nonneg N)
        _ = ‖N‖ ^ (k + 1) * |x 0 - E| := by ring
  refine ⟨?_, fun k => ⟨hstep k, ?_⟩⟩
  · rw [tendsto_iff_dist_tendsto_zero]
    refine squeeze_zero (fun _ => dist_nonneg) hb ?_
    have h := (tendsto_pow_atTop_nhds_zero_of_lt_one (norm_nonneg N) hc).mul_const |x 0 - E|
    rwa [zero_mul] at h
  · -- an antitone update reverses the side on which the energy lies
    rcases le_total (x k) E with h | h
    · have h' := anti h
      rw [hE, ← hx k] at h'
      exact mul_nonpos_of_nonneg_of_nonpos (sub_nonneg.2 h') (sub_nonpos.2 h)
    · have h' := anti h
      rw [hE, ← hx k] at h'
      exact mul_nonpos_of_nonpos_of_nonneg (sub_nonpos.2 h') (sub_nonneg.2 h)

omit [FiniteDimensional ℂ V] [Nontrivial V] in
/-- Sharpness: for `N = c 1` with `c ≥ 0`, if `(H, 1 + N)` has the lowest generalized eigenvalue
`E₀`, one step multiplies the error by exactly `-c`. -/
theorem uniform_overlap_error {H : V →L[ℂ] V} {c E₀ : ℝ} (hc : 0 ≤ c)
    (hE : IsLeast (levels H (1 + (c : ℂ) • (1 : V →L[ℂ] V))) E₀) (x : ℝ) :
    step H ((c : ℂ) • (1 : V →L[ℂ] V)) x - E₀ = -c * (x - E₀) := by
  obtain ⟨⟨v, hv, ev⟩, hmin⟩ := hE
  have hpos : 0 < 1 + c := by linarith
  have h : IsLeast (levels (H - (x : ℂ) • ((c : ℂ) • (1 : V →L[ℂ] V))) 1)
      (E₀ - c * (x - E₀)) := by
    constructor
    · refine ⟨v, hv, ?_⟩
      have ev' : H v = (E₀ : ℂ) • (v + (c : ℂ) • v) := ev
      change H v - (x : ℂ) • ((c : ℂ) • v) = ((E₀ - c * (x - E₀) : ℝ) : ℂ) • v
      rw [ev']
      push_cast
      module
    · rintro e ⟨w, hw, ew⟩
      have ew' : H w - (x : ℂ) • ((c : ℂ) • w) = (e : ℂ) • w := ew
      -- `w` is also a generalized eigenstate, at energy `(e + c x) / (1 + c)`
      have hq : (((e + c * x) / (1 + c) : ℝ) : ℂ) * (1 + (c : ℂ)) = (e : ℂ) + c * x := by
        exact_mod_cast div_mul_cancel₀ (e + c * x) hpos.ne'
      have hmem : (e + c * x) / (1 + c) ∈ levels H (1 + (c : ℂ) • (1 : V →L[ℂ] V)) := by
        refine ⟨w, hw, ?_⟩
        change H w = (((e + c * x) / (1 + c) : ℝ) : ℂ) • (w + (c : ℂ) • w)
        calc H w = (e : ℂ) • w + (x : ℂ) • ((c : ℂ) • w) := sub_eq_iff_eq_add.1 ew'
          _ = ((e : ℂ) + c * x) • w := by module
          _ = _ := by rw [← hq, mul_smul, add_smul, one_smul]
      have hle := (le_div_iff₀ hpos).1 (hmin hmem)
      linarith
  have hs : step H ((c : ℂ) • (1 : V →L[ℂ] V)) x = E₀ - c * (x - E₀) := h.csInf_eq
  rw [hs]
  ring

end

end UltrasoftOverlapIteration
```

```lean
#print axioms UltrasoftOverlapIteration.iteration_converges
#print axioms UltrasoftOverlapIteration.uniform_overlap_error
```

```
'UltrasoftOverlapIteration.iteration_converges' depends on axioms: [propext, Classical.choice, Quot.sound]
'UltrasoftOverlapIteration.uniform_overlap_error' depends on axioms: [propext, Classical.choice, Quot.sound]
```

## How the code represents the eigenproblem

The space `V` is a non-zero, finite-dimensional complex inner product space. Operators are continuous linear maps, so `‖N‖` is the operator norm. `IsSymmetric` means Hermitian, and `N.IsPositive` means positive semidefinite. `levels A S` holds the real generalized eigenvalues, and `step H N` is $f$. `expectation` is unnormalised, which is why factors `‖v‖ ^ 2` appear.

`lowestLevel_spec` shows that the infimum defining the lowest eigenvalue is attained and proves the Rayleigh bound; `step_spec` applies it to $H-xN$. The two trial-state estimates are in `step_antitone_lipschitz`. `exists_fixed` uses the intermediate value theorem, and `fixed_iff_isLeast` identifies the fixed point, using uniqueness of the least element for the converse.

`iteration_converges` combines these, choosing `E₀` before the sequence, so every start has the same limit. `uniform_overlap_error` proves the exact factor $-c$ for $N=c\,1$ in any dimension, given a lowest generalized eigenvalue.

## What a code must still check

The guarantee concerns fixed $H$ and $N$ and an exact lowest eigenvalue at each step. It says nothing about eigensolver tolerance, rounding, convergence of eigenvectors, higher levels or updates of $H$ in a self-consistent cycle.

Both conditions on $N$ are assumed. Physically, they say that augmentation never lowers the squared norm of a non-zero smooth state $v$ and always less than doubles it: $\langle v,v\rangle\le\langle v,(1+N)v\rangle<2\langle v,v\rangle$. An ultrasoft overlap can violate either condition, so both need checking before this theorem is applied. The norm condition alone would still give convergence, though the file does not prove this. Without positivity, successive iterates can lie on the same side of $E_0$, and their distance then no longer bounds both errors.
